# A Fermi-smeared level with Hubbard correction has a unique self-consistent occupation at every level energy exactly when $U \le 4T$

A DFT+U calculation can converge to different orbital occupations from different starting guesses. The Hubbard potential lowers a level that is more than half filled and raises one that is less than half filled, so either occupation can sustain itself. Smearing works against this, because it makes the occupation respond gradually to the level energy. How much smearing leaves only one self-consistent occupation? For a single level with Fermi-Dirac smearing, whose bare energy relative to the chemical potential does not depend on its occupation, uniqueness holds at every value of that bare energy exactly when $T \ge U/4$, where $U$ is the Hubbard parameter and $T>0$ the smearing width, both energies. At one particular bare energy, less smearing may suffice.

In Lean 4 with Mathlib:

```lean
import Mathlib

noncomputable section

namespace SmearedHubbardOccupation
```

## The occupation equation and its free energy

Let $x$ be a level energy relative to the chemical potential, in units of $T$. Its Fermi occupation is
$$f(x)=\frac{1}{1+e^x}.$$

```lean
/-- The Fermi function `1 / (1 + exp x)` of a level `x` measured in units of the smearing. -/
def fermi (x : ℝ) : ℝ := 1 / (1 + Real.exp x)
```

Let $e$ be the bare level energy, also relative to the chemical potential, and $n$ the occupation of this one spin-orbital. The Hubbard energy $\tfrac U2 n(1-n)$ has derivative $U(\tfrac12-n)$, which shifts the level to $e+U(\tfrac12-n)$.

```lean
/-- The level `e` shifted by the Hubbard potential `U (1/2 - n)` at occupation `n`. -/
def shiftedLevel (U e n : ℝ) : ℝ := e + U * (1 / 2 - n)
```

Self-consistency means that filling the shifted level returns the occupation that produced the shift:
$$n=f\!\left(\frac{e+U(\frac12-n)}{T}\right).$$
In `SelfConsistent`, all four quantities are real numbers, and $n$ is not restricted to $[0,1]$ in advance.

```lean
/-- The occupation `n` reproduces itself when the shifted level is filled with
smearing `T`, for `T ≠ 0`. -/
def SelfConsistent (U T e n : ℝ) : Prop := n = fermi (shiftedLevel U e n / T)
```

The same equation should come from a free energy consisting of the band energy, the Hubbard correction and $-T$ times the mixing entropy:
$$F(n)=en+\tfrac U2 n(1-n)+T\,[\,n\ln n+(1-n)\ln(1-n)\,].$$
The last theorem below confirms this.

```lean
/-- The free energy of one level: band energy, Hubbard correction `(U/2) n (1 - n)` and
smearing entropy, for occupations `0 < n < 1`. -/
def freeEnergy (U T e n : ℝ) : ℝ :=
  e * n + U / 2 * (n * (1 - n)) + T * (n * Real.log n + (1 - n) * Real.log (1 - n))
```

## How steeply the Fermi function falls

Four elementary properties of $f$ are needed. The first is its definition with the denominator cleared, $f(x)(1+e^x)=1$, which lets later identities be checked by polynomial algebra.

```lean
/-- The Fermi function times its denominator is one. -/
theorem fermi_mul (x : ℝ) : fermi x * (1 + Real.exp x) = 1 := by
  have h : 1 + Real.exp x ≠ 0 := by positivity
  exact ((div_eq_iff h).1 rfl).symm
```

Since $e^x>0$, the denominator exceeds one and $0<f(x)<1$. Every self-consistent occupation therefore lies strictly between empty and full.

```lean
/-- A smeared occupation lies strictly between zero and one. -/
theorem fermi_mem (x : ℝ) : 0 < fermi x ∧ fermi x < 1 := by
  constructor
  · unfold fermi
    positivity
  · rw [fermi, div_lt_one (by positivity)]
    linarith [Real.exp_pos x]
```

Multiplying numerator and denominator by $e^x$ gives particle-hole symmetry:
$$f(-x)=\frac{1}{1+e^{-x}}=\frac{e^x}{1+e^x}=1-f(x).$$

```lean
/-- Particle-hole symmetry: reversing the sign of the level exchanges filled and empty parts. -/
theorem fermi_neg (x : ℝ) : fermi (-x) = 1 - fermi x := by
  have h1 := fermi_mul x
  have h2 := fermi_mul (-x)
  have h3 : Real.exp (-x) * Real.exp x = 1 := by
    rw [← Real.exp_add, neg_add_cancel, Real.exp_zero]
  have h4 : fermi (-x) * (1 + Real.exp x) = Real.exp x := by
    linear_combination Real.exp x * h2 - fermi (-x) * h3
  have h5 : 1 + Real.exp x ≠ 0 := by positivity
  apply mul_right_cancel₀ h5
  linear_combination h4 + h1
```

The quotient rule gives the slope:
$$f'(x)=-\frac{e^x}{(1+e^x)^2}=-f(x)\,(1-f(x)).$$

```lean
/-- The slope of the Fermi function is `-f (1 - f)`. -/
theorem hasDerivAt_fermi (x : ℝ) : HasDerivAt fermi (-(fermi x * (1 - fermi x))) x := by
  have h : HasDerivAt (fun y => 1 + Real.exp y) (Real.exp x) x :=
    (Real.hasDerivAt_exp x).const_add 1
  have h0 : 1 + Real.exp x ≠ 0 := by positivity
  have hf := fermi_mul x
  refine ((hasDerivAt_const x (1 : ℝ)).fun_div h h0).congr_deriv ?_
  rw [div_eq_iff (pow_ne_zero 2 h0)]
  linear_combination ((1 + Real.exp x) - fermi x * (1 + Real.exp x) - 1) * hf
```

The number 4 in the threshold comes from the steepest slope, $-\tfrac14$, at half filling. Adding a line of slope $\tfrac14$ produces a perfect square:
$$\frac{d}{dx}\left(\frac x4+f(x)\right)=\frac14-f+f^2=\left(f-\tfrac12\right)^2 .$$
This vanishes only if $f(x)=\tfrac12$, that is, $e^x=1$ and $x=0$. The sum is thus strictly increasing on each side of zero, and by continuity on the whole line. The proof joins the two half-lines with `StrictMonoOn.Iic_union_Ici`.

```lean
/-- The Fermi function falls more slowly than a line of slope `-1/4`:
`x/4 + f(x)` is strictly increasing. -/
theorem strictMono_add_fermi : StrictMono (fun x : ℝ => x / 4 + fermi x) := by
  have hd : ∀ x, HasDerivAt (fun y : ℝ => y / 4 + fermi y) ((fermi x - 1 / 2) ^ 2) x :=
    fun x => (((hasDerivAt_id' x).div_const 4).fun_add (hasDerivAt_fermi x)).congr_deriv
      (by ring)
  have hc : Continuous (fun y : ℝ => y / 4 + fermi y) :=
    continuous_iff_continuousAt.2 fun x => (hd x).continuousAt
  -- the slope vanishes only at half filling, that is at x = 0
  have hpos : ∀ x : ℝ, x ≠ 0 → 0 < (fermi x - 1 / 2) ^ 2 := by
    intro x hx
    refine pow_pos_of_ne x hx
  refine StrictMonoOn.Iic_union_Ici (a := 0) ?_ ?_
  · refine strictMonoOn_of_deriv_pos (convex_Iic 0) hc.continuousOn fun x hx => ?_
    rw [interior_Iic] at hx
    rw [(hd x).deriv]
    exact hpos x (Set.mem_Iio.1 hx).ne
  · refine strictMonoOn_of_deriv_pos (convex_Ici 0) hc.continuousOn fun x hx => ?_
    rw [interior_Ici] at hx
    rw [(hd x).deriv]
    exact hpos x (Set.mem_Ioi.1 hx).ne'
where
  pow_pos_of_ne (x : ℝ) (hx : x ≠ 0) : 0 < (fermi x - 1 / 2) ^ 2 := by
    have hne : fermi x - 1 / 2 ≠ 0 := by
      intro h
      have hf := fermi_mul x
      rw [sub_eq_zero.1 h] at hf
      exact hx ((Real.exp_eq_one_iff x).1 (by linarith))
    positivity
```

## A solution above a trial occupation

Write $a=e/T$ and $b=U/T$, and suppose that a trial occupation $p$ satisfies $p\le f(a+b(\tfrac12-p))$. Define
$$g(n)=f\!\left(a+b(\tfrac12-n)\right)-n .$$
Then $g(p)\ge0$, while $g(1)<0$ because $f<1$. The intermediate value theorem gives a zero of $g$ between $p$ and 1, and that zero is a self-consistent occupation. The choice $p=0$ always qualifies, so at least one solution exists for any $U$ and $e$.

```lean
/-- If the Fermi function does not lower a trial occupation `p`, a self-consistent occupation
lies between `p` and one; `a` and `b` are the level and the interaction in units of `T`. -/
theorem exists_occupation_above (a b p : ℝ) (hp : p ≤ fermi (a + b * (1 / 2 - p))) :
    ∃ n, p ≤ n ∧ n < 1 ∧ n = fermi (a + b * (1 / 2 - n)) := by
  have hp1 : p < 1 := hp.trans_lt (fermi_mem _).2
  have hf : Continuous fermi :=
    continuous_iff_continuousAt.2 fun x => (hasDerivAt_fermi x).continuousAt
  have hc : Continuous (fun n : ℝ => fermi (a + b * (1 / 2 - n)) - n) :=
    (hf.comp (by fun_prop : Continuous fun n : ℝ => a + b * (1 / 2 - n))).sub continuous_id
  have hmem : (0 : ℝ) ∈ Set.Icc (fermi (a + b * (1 / 2 - 1)) - 1)
      (fermi (a + b * (1 / 2 - p)) - p) :=
    ⟨by linarith [(fermi_mem (a + b * (1 / 2 - 1))).2], by linarith⟩
  obtain ⟨n, hn, h0⟩ := intermediate_value_Icc' hp1.le hc.continuousOn hmem
  have h0' : fermi (a + b * (1 / 2 - n)) - n = 0 := h0
  exact ⟨n, hn.1, by linarith [(fermi_mem (a + b * (1 / 2 - n))).2], by linarith⟩
```

## Competing occupations when $U>4T$

Put the level at $e=0$ and write $U/T=4+4y$ with $y>0$. Take the trial occupation $\tfrac12+q$ with
$$q=\frac{y}{4+4y}.$$
The shifted level in units of $T$ is then $-(U/T)q=-y$. From $e^y\ge1+y$ we have $e^{-y}\le 1/(1+y)$, hence
$$f(-y)\ge\frac{1+y}{2+y}.$$
The right-hand side is at least $\tfrac12+q$, since
$$(1+y)-\left(\tfrac12+q\right)(2+y)=qy>0,$$
where $y=4q+4qy$ was used. The trial occupation is not lowered, so the previous step yields a solution $n\ge\tfrac12+q>\tfrac12$.

Two more solutions follow. At occupation $\tfrac12$ the shift vanishes and $f(0)=\tfrac12$. At $1-n$ the shifted level changes sign, and particle-hole symmetry returns $1-n$. Since $1-n<\tfrac12<n$, the three are distinct.

```lean
/-- For `T > 0` and `U > 4T`, a level at `e = 0` has three competing self-consistent
occupations: `1/2`, some `n` above it, and `1 - n`. -/
theorem competing_occupations {U T : ℝ} (hT : 0 < T) (hU : 4 * T < U) :
    ∃ n, 1 / 2 < n ∧ n < 1 ∧ SelfConsistent U T 0 n ∧ SelfConsistent U T 0 (1 / 2) ∧
      SelfConsistent U T 0 (1 - n) := by
  have hb : 4 < U / T := by rwa [lt_div_iff₀ hT]
  obtain ⟨y, hy, hby⟩ : ∃ y : ℝ, 0 < y ∧ U / T = 4 + 4 * y :=
    ⟨(U / T - 4) / 4, by linarith, by ring⟩
  obtain ⟨q, hq0, hq⟩ : ∃ q : ℝ, 0 < q ∧ y = q * (4 + 4 * y) :=
    ⟨y / (4 + 4 * y), by positivity, (div_eq_iff (by positivity)).1 rfl⟩
  -- the trial occupation 1/2 + q is not lowered, because exp y ≥ 1 + y
  have hp : 1 / 2 + q ≤ fermi (0 + U / T * (1 / 2 - (1 / 2 + q))) := by
    have harg : 0 + U / T * (1 / 2 - (1 / 2 + q)) = -y := by
      rw [hby]
      linear_combination hq
    have hE : Real.exp (-y) * (y + 1) ≤ 1 := by
      calc Real.exp (-y) * (y + 1) ≤ Real.exp (-y) * Real.exp y :=
            mul_le_mul_of_nonneg_left (Real.add_one_le_exp y) (Real.exp_pos _).le
        _ = 1 := by rw [← Real.exp_add, neg_add_cancel, Real.exp_zero]
    have h1 : (1 / 2 + q) * ((1 + Real.exp (-y)) * (1 + y)) ≤ (1 / 2 + q) * (2 + y) :=
      mul_le_mul_of_nonneg_left (by linarith) (by linarith)
    have h2 : (1 / 2 + q) * (2 + y) ≤ 1 + y := by nlinarith [mul_pos hq0 hy]
    rw [harg, fermi, le_div_iff₀ (by positivity)]
    refine le_of_mul_le_mul_right ?_ (by linarith : (0 : ℝ) < 1 + y)
    linarith
  obtain ⟨n, hpn, hn1, hn⟩ := exists_occupation_above 0 (U / T) (1 / 2 + q) hp
  have hs : n = fermi (shiftedLevel U 0 n / T) := by
    have ha : shiftedLevel U 0 n / T = 0 + U / T * (1 / 2 - n) := by
      unfold shiftedLevel
      ring
    rw [ha]
    exact hn
  refine ⟨n, by linarith, hn1, hs, ?_, ?_⟩
  · have ha : shiftedLevel U 0 (1 / 2) / T = 0 := by simp [shiftedLevel]
    unfold SelfConsistent
    rw [ha, fermi, Real.exp_zero]
    norm_num
  · have ha : shiftedLevel U 0 (1 - n) / T = -(shiftedLevel U 0 n / T) := by
      unfold shiftedLevel
      ring
    unfold SelfConsistent
    rw [ha, fermi_neg]
    linarith
```

## The threshold

`unique_occupation_iff` says that, for $T>0$, the statement "for every real $e$ there is exactly one real $n$ solving the occupation equation" is equivalent to $U\le4T$. The sign of $U$ is free. Above the threshold, uniqueness is shown to fail at $e=0$, not at every $e$.

One direction is the previous theorem: if $U>4T$, the solutions $n$ and $\tfrac12$ at $e=0$ contradict uniqueness.

For the other, let $U\le4T$ and suppose that $n<m$ both solve the equation at the same $e$. Let $x_n$ and $x_m$ be their shifted levels divided by $T$, so that $f(x_n)=n$ and $f(x_m)=m$. Since $f$ decreases, $x_m<x_n$. Strict monotonicity of $x/4+f(x)$ gives
$$\frac{x_m}{4}+m<\frac{x_n}{4}+n,$$
and therefore
$$m-n<\frac{x_n-x_m}{4}=\frac{U(m-n)}{4T}\le m-n,$$
a contradiction. In the code, `aux` is this argument; applied in both orders, it forces two solutions to coincide. Existence comes from the trial occupation $p=0$.

```lean
/-- For smearing `T > 0`, every level `e` has exactly one self-consistent occupation
if and only if `U ≤ 4T`. -/
theorem unique_occupation_iff {U T : ℝ} (hT : 0 < T) :
    (∀ e, ∃! n, SelfConsistent U T e n) ↔ U ≤ 4 * T := by
  constructor
  · intro h
    by_contra hU
    obtain ⟨n, hn, -, hs, hhalf, -⟩ := competing_occupations hT (not_le.1 hU)
    linarith [(h 0).unique hs hhalf]
  · intro hU e
    -- two ordered solutions would violate the bound on the slope of the Fermi function
    have aux : ∀ n m, SelfConsistent U T e n → SelfConsistent U T e m → ¬ n < m := by
      intro n m hn hm hnm
      unfold SelfConsistent at hn hm
      have hlt : shiftedLevel U e m / T < shiftedLevel U e n / T := by
        by_contra h
        have h' : fermi (shiftedLevel U e m / T) ≤ fermi (shiftedLevel U e n / T) :=
          one_div_le_one_div_of_le (by positivity)
            (by linarith [Real.exp_le_exp.2 (not_lt.1 h)])
        linarith
      have hg : shiftedLevel U e m / T / 4 + fermi (shiftedLevel U e m / T) <
          shiftedLevel U e n / T / 4 + fermi (shiftedLevel U e n / T) :=
        strictMono_add_fermi hlt
      have hd : shiftedLevel U e n / T - shiftedLevel U e m / T = U * (m - n) / T := by
        unfold shiftedLevel
        ring
      have hb : U * (m - n) / T ≤ 4 * (m - n) := by
        rw [div_le_iff₀ hT]
        linarith [mul_le_mul_of_nonneg_right hU (sub_pos.2 hnm).le]
      linarith
    obtain ⟨n, -, -, hn⟩ := exists_occupation_above (e / T) (U / T) 0 (fermi_mem _).1.le
    have hs : SelfConsistent U T e n := by
      have ha : shiftedLevel U e n / T = e / T + U / T * (1 / 2 - n) := by
        unfold shiftedLevel
        ring
      unfold SelfConsistent
      rw [ha]
      exact hn
    exact ⟨n, hs, fun m hm =>
      le_antisymm (not_lt.1 (aux n m hs hm)) (not_lt.1 (aux m n hm hs))⟩
```

The result counts solutions; it does not say whether a given iteration reaches them. The model has Fermi-Dirac smearing, a fixed $e$, and no hybridisation or coupling to other orbitals.

## Stationary points of the free energy

For $0<n<1$, differentiating $F$ gives
$$F'(n)=e+U\left(\tfrac12-n\right)+T\ln\frac{n}{1-n}.$$
Setting this to zero and dividing by $T$ gives
$$\frac{e+U(\frac12-n)}{T}=\ln\frac{1-n}{n}.$$
Exponentiating and solving for $n$ recovers the occupation equation, and each step can be reversed. In the theorem, `HasDerivAt (freeEnergy U T e) 0 n` says that $F$ has derivative zero at $n$; it does not distinguish minima from maxima. The proof first computes the derivative as `hd`, then treats the two directions with the logarithm and exponential rules.

```lean
/-- For `T > 0` and `0 < n < 1`, the free energy is stationary at `n` exactly when `n` is a
self-consistent occupation. -/
theorem stationary_iff_selfConsistent {U T e n : ℝ} (hT : 0 < T) (h0 : 0 < n) (h1 : n < 1) :
    HasDerivAt (freeEnergy U T e) 0 n ↔ SelfConsistent U T e n := by
  have h1' : 0 < 1 - n := sub_pos.2 h1
  have hid := hasDerivAt_id' n
  have hhole : HasDerivAt (fun x : ℝ => (1 - x) * Real.log (1 - x))
      (-(Real.log (1 - n) + 1)) n :=
    ((Real.hasDerivAt_mul_log h1'.ne').comp n (hid.const_sub 1)).congr_deriv (by ring)
  have hd : HasDerivAt (freeEnergy U T e)
      (shiftedLevel U e n + T * (Real.log n - Real.log (1 - n))) n := by
    refine (((hid.const_mul e).fun_add ((hid.fun_mul (hid.const_sub 1)).const_mul
      (U / 2))).fun_add (((Real.hasDerivAt_mul_log h0.ne').fun_add hhole).const_mul
      T)).congr_deriv ?_
    unfold shiftedLevel
    ring
  have hf := fermi_mul (shiftedLevel U e n / T)
  constructor
  · intro h
    have hz := h.unique hd
    have hx : shiftedLevel U e n / T = Real.log (1 - n) - Real.log n := by
      rw [div_eq_iff hT.ne']
      linarith
    have hE : Real.exp (shiftedLevel U e n / T) * n = 1 - n := by
      rw [hx, Real.exp_sub, Real.exp_log h1', Real.exp_log h0]
      exact ((div_eq_iff h0.ne').1 rfl).symm
    unfold SelfConsistent
    linear_combination fermi (shiftedLevel U e n / T) * hE - n * hf
  · intro h
    unfold SelfConsistent at h
    rw [← h] at hf
    have hE : Real.exp (shiftedLevel U e n / T) * n = 1 - n := by linarith
    have hlog : Real.log (1 - n) = shiftedLevel U e n / T + Real.log n := by
      rw [← hE, Real.log_mul (Real.exp_pos _).ne' h0.ne', Real.log_exp]
    have hTx : shiftedLevel U e n / T * T = shiftedLevel U e n :=
      ((div_eq_iff hT.ne').1 rfl).symm
    refine hd.congr_deriv ?_
    rw [hlog]
    linear_combination -hTx

end SmearedHubbardOccupation
```

```lean
#print axioms SmearedHubbardOccupation.unique_occupation_iff
-- 'SmearedHubbardOccupation.unique_occupation_iff' depends on axioms: [propext, Classical.choice, Quot.sound]
#print axioms SmearedHubbardOccupation.stationary_iff_selfConsistent
-- 'SmearedHubbardOccupation.stationary_iff_selfConsistent' depends on axioms: [propext, Classical.choice, Quot.sound]
```
